# A complex matrix commuting with every D(g) ⊗ 1, for D irreducible over ℂ of dimension n, is 1 ⊗ h and has eigenspace dimensions divisible by n

Take a \(2\times2\) matrix \(H\) that commutes with the mirror \(M=\mathrm{diag}(1,-1)\) and with the quarter turn \(R\) of the plane. Commuting with \(M\) removes the off-diagonal entries of \(H\), and commuting with \(R\) makes the two diagonal entries equal. Hence \(H=h\,1\) with a number \(h\), and its only level is twofold degenerate. If the plane occurs in \(m\) copies, the number \(h\) becomes an \(m\times m\) matrix.

In the Lean code `n` and `m` are finite index types; in the formulas \(n\) and \(m\) also denote their sizes. The group \(G\) is arbitrary.

```lean
import Mathlib

open Matrix
open scoped Kronecker

namespace SymmetryDegeneracy

noncomputable section

variable {G n m : Type*} [Group G] [Fintype n] [DecidableEq n] [Fintype m] [DecidableEq m]
```

## Irreducibility and levels

A representation assigns to each \(g\) a matrix \(D(g)\) with \(D(gg')=D(g)D(g')\) and \(D(1)=1\), which is what `G →* Matrix n n ℂ` says. Unitarity is not required. The representation is irreducible if its space is non-zero and no subspace other than zero and the whole space is invariant.

```lean
/-- A matrix representation is irreducible if its space is non-zero and the only subspaces
invariant under all group elements are zero and the whole space. -/
def IsIrreducibleRep (D : G →* Matrix n n ℂ) : Prop :=
  Nonempty n ∧ ∀ W : Submodule ℂ (n → ℂ),
    (∀ g, ∀ v ∈ W, D g *ᵥ v ∈ W) → W = ⊥ ∨ W = ⊤
```

The level of \(H\) at \(E\) is the space of all solutions of \(H\psi=E\psi\), and its dimension is the degeneracy. If \(E\) is not an eigenvalue, this dimension is zero.

```lean
/-- The space of solutions `ψ` of the eigenvalue equation `H ψ = E ψ`. -/
abbrev level (H : Matrix n n ℂ) (E : ℂ) : Submodule ℂ (n → ℂ) :=
  Module.End.eigenspace (Matrix.toLin' H) E

/-- A vector lies in the level of energy `E` exactly when `H ψ = E ψ`. -/
theorem mem_level {H : Matrix n n ℂ} {E : ℂ} {ψ : n → ℂ} :
    ψ ∈ level H E ↔ H *ᵥ ψ = E • ψ :=
  Module.End.mem_eigenspace_iff.trans (by rw [Matrix.toLin'_apply])
```

## Schur's lemma from one eigenspace

Let \(A\) commute with every \(D(g)\), and let \(c\) be an eigenvalue of \(A\). If \(Av=cv\), then

\[
A\,D(g)v=D(g)\,Av=c\,D(g)v .
\]

The eigenspace is therefore invariant. It is non-zero, so it is the whole space. Applying \(A\) to the \(j\)-th basis vector gives \(A_{ij}=c\,\delta_{ij}\).

```lean
/-- Schur's lemma: a matrix commuting with an irreducible representation is a multiple of
the identity. -/
theorem schur {D : G →* Matrix n n ℂ} (hD : IsIrreducibleRep D) (A : Matrix n n ℂ)
    (hA : ∀ g, A * D g = D g * A) : ∃ c : ℂ, A = c • (1 : Matrix n n ℂ) := by
  obtain ⟨hn, hirr⟩ := hD
  obtain ⟨c, hc⟩ := Module.End.exists_eigenvalue (Matrix.toLin' A)
  -- the eigenspace is carried into itself by the symmetry
  have hinv : ∀ g, ∀ v ∈ level A c, D g *ᵥ v ∈ level A c := by
    intro g v hv
    have hv' := mem_level.1 hv
    apply mem_level.2
    rw [Matrix.mulVec_mulVec, hA, ← Matrix.mulVec_mulVec, hv', Matrix.mulVec_smul]
  rcases hirr _ hinv with h | h
  · exact absurd h hc
  · refine ⟨c, ?_⟩
    ext i j
    have hv : (Pi.single j (1 : ℂ) : n → ℂ) ∈ level A c := by
      rw [h]
      exact Submodule.mem_top
    have := congrFun (mem_level.1 hv) i
    simpa [Matrix.one_apply, Pi.single_apply] using this
```

The proof turns on `Module.End.exists_eigenvalue`, which needs a non-zero finite-dimensional space over an algebraically closed field. Lean finds the first condition through `hn`, the `Nonempty n` half of irreducibility. The result `hc` unfolds to the statement that the eigenspace is not `⊥`, so `absurd h hc` disposes of the zero case directly. Over the reals this step fails: the quarter turn alone leaves no real line invariant, yet it commutes with itself and is not a scalar.

## Reducing H block by block

Write \(H_{(i,a),(j,b)}\), where \(i,j\) label symmetry components and \(a,b\) label copies. For fixed \(a,b\), let \(B^{ab}_{ij}=H_{(i,a),(j,b)}\). The \((i,a),(j,b)\) entry of the commutation relation is

\[
\sum_l B^{ab}_{il}D(g)_{lj}=\sum_l D(g)_{il}B^{ab}_{lj},
\]

because the factor \(1\) in \(D(g)\otimes1\) leaves the copy labels unchanged. Schur's lemma gives \(B^{ab}=h_{ab}1\), that is,

\[
H_{(i,a),(j,b)}=\delta_{ij}h_{ab}.
\]

If also \(H=1\otimes k\), an entry with equal symmetry labels gives \(k_{ab}=H_{(i,a),(i,b)}=h_{ab}\), so \(h\) is unique. Conversely, \((1\otimes h)(D(g)\otimes1)=D(g)\otimes h=(D(g)\otimes1)(1\otimes h)\).

In the code, `hblock` is the block argument, and `choose` collects the scalars into a matrix.

```lean
/-- For an irreducible `D`, an operator `H` commutes with every `D(g) ⊗ 1` if and only if
`H = 1 ⊗ h` for a unique matrix `h`. -/
theorem commutes_iff_existsUnique {D : G →* Matrix n n ℂ} (hD : IsIrreducibleRep D)
    (H : Matrix (n × m) (n × m) ℂ) :
    (∀ g, H * (D g ⊗ₖ (1 : Matrix m m ℂ)) = (D g ⊗ₖ (1 : Matrix m m ℂ)) * H) ↔
      ∃! h : Matrix m m ℂ, H = (1 : Matrix n n ℂ) ⊗ₖ h := by
  constructor
  · intro hH
    -- each block with fixed multiplicity indices is a scalar
    have hblock : ∀ a b, ∃ c : ℂ,
        (Matrix.of fun i j => H (i, a) (j, b)) = c • (1 : Matrix n n ℂ) := by
      intro a b
      apply schur hD
      intro g
      ext i j
      have := congrFun (congrFun (hH g) (i, a)) (j, b)
      simpa [Matrix.mul_apply, Fintype.sum_prod_type, Matrix.one_apply,
        Matrix.kroneckerMap_apply] using this
    choose h hh using hblock
    refine ⟨Matrix.of h, ?_, ?_⟩
    · show H = (1 : Matrix n n ℂ) ⊗ₖ Matrix.of h
      ext ⟨i, a⟩ ⟨j, b⟩
      have := congrFun (congrFun (hh a b) i) j
      simpa [Matrix.one_apply, Matrix.kroneckerMap_apply] using this
    · intro k hk
      have hk' : H = (1 : Matrix n n ℂ) ⊗ₖ k := hk
      obtain ⟨i⟩ := hD.1
      ext a b
      have h1 : H (i, a) (i, b) = k a b := by
        rw [hk']
        simp [Matrix.kroneckerMap_apply]
      have h2 : H (i, a) (i, b) = h a b := by
        have := congrFun (congrFun (hh a b) i) i
        simpa using this
      exact h1.symm.trans h2
  · rintro ⟨h, hh, -⟩ g
    have hh' : H = (1 : Matrix n n ℂ) ⊗ₖ h := hh
    rw [hh', ← Matrix.mul_kronecker_mul, ← Matrix.mul_kronecker_mul]
    simp
```

## Counting the degeneracy

The reduced operator acts on each symmetry component separately:

\[
\big((1\otimes h)\psi\big)_{(i,a)}=\sum_{j,b}\delta_{ij}h_{ab}\psi_{(j,b)}=\sum_b h_{ab}\psi_{(i,b)} .
\]

```lean
omit [DecidableEq m] in
/-- The operator `1 ⊗ h` acts with `h` on each symmetry component of a state separately. -/
theorem one_kronecker_mulVec (h : Matrix m m ℂ) (ψ : n × m → ℂ) (i : n) (a : m) :
    (((1 : Matrix n n ℂ) ⊗ₖ h) *ᵥ ψ) (i, a) = (h *ᵥ fun b => ψ (i, b)) a := by
  simp only [Matrix.mulVec, dotProduct, Matrix.kroneckerMap_apply]
  rw [Fintype.sum_prod_type, Finset.sum_eq_single i]
  · simp
  · intro j _ hj
    simp [Matrix.one_apply_ne (Ne.symm hj)]
  · simp
```

So \(\psi\) solves the eigenvalue equation at \(E\) exactly when each of its \(n\) components \(\psi_{(i,\cdot)}\) solves \(h\varphi=E\varphi\). The components can be chosen freely, and some may vanish. The level of \(1\otimes h\) is thus the space of \(n\)-tuples from the level of \(h\), and

\[
\dim\ker(1\otimes h-E)=n\,\dim\ker(h-E).
\]

The linear equivalence `e` is this regrouping.

```lean
/-- The degeneracy of `1 ⊗ h` at energy `E` is `n` times the degeneracy of `h` at `E`. -/
theorem finrank_level_one_kronecker (h : Matrix m m ℂ) (E : ℂ) :
    Module.finrank ℂ (level ((1 : Matrix n n ℂ) ⊗ₖ h) E) =
      Fintype.card n * Module.finrank ℂ (level h E) := by
  -- a solution for `1 ⊗ h` is a family of `n` arbitrary solutions for `h`, zero allowed
  let e : level ((1 : Matrix n n ℂ) ⊗ₖ h) E ≃ₗ[ℂ] (n → level h E) :=
    { toFun := fun ψ i => ⟨fun a => ψ.1 (i, a), mem_level.2 (funext fun a =>
        (one_kronecker_mulVec h ψ.1 i a).symm.trans (congrFun (mem_level.1 ψ.2) (i, a)))⟩
      map_add' := fun _ _ => rfl
      map_smul' := fun _ _ => rfl
      invFun := fun φ => ⟨fun p => (φ p.1).1 p.2, mem_level.2 (funext fun p =>
        (one_kronecker_mulVec h (fun p => (φ p.1).1 p.2) p.1 p.2).trans
          (congrFun (mem_level.1 (φ p.1).2) p.2))⟩
      left_inv := fun _ => rfl
      right_inv := fun _ => rfl }
  rw [e.finrank_eq, Module.finrank_pi_fintype]
  simp only [Finset.sum_const, Finset.card_univ, smul_eq_mul]
```

Combining the two results gives the main theorem. \(H\) need not be Hermitian; the dimensions are those of eigenspaces, not algebraic multiplicities.

```lean
/-- If `H` commutes with `D(g) ⊗ 1` for an irreducible `n`-dimensional `D`, then `H = 1 ⊗ h`
for a unique `h`, and every eigenspace dimension of `H` is divisible by `n`. -/
theorem symmetry_forces_degeneracy {D : G →* Matrix n n ℂ} (hD : IsIrreducibleRep D)
    (H : Matrix (n × m) (n × m) ℂ)
    (hH : ∀ g, H * (D g ⊗ₖ (1 : Matrix m m ℂ)) = (D g ⊗ₖ (1 : Matrix m m ℂ)) * H) :
    (∃! h : Matrix m m ℂ, H = (1 : Matrix n n ℂ) ⊗ₖ h) ∧
      ∀ E : ℂ, Fintype.card n ∣ Module.finrank ℂ (level H E) := by
  have hu := (commutes_iff_existsUnique hD H).1 hH
  refine ⟨hu, fun E => ?_⟩
  obtain ⟨h, hh⟩ := hu.exists
  rw [hh, finrank_level_one_kronecker]
  exact Dvd.intro _ rfl
```

A positive multiple of \(n\) is at least \(n\), which bounds the degeneracy of every level that occurs.

```lean
/-- Under the same symmetry, an energy `E` that has a non-zero eigenstate is at least
`n`-fold degenerate. -/
theorem card_le_degeneracy {D : G →* Matrix n n ℂ} (hD : IsIrreducibleRep D)
    (H : Matrix (n × m) (n × m) ℂ)
    (hH : ∀ g, H * (D g ⊗ₖ (1 : Matrix m m ℂ)) = (D g ⊗ₖ (1 : Matrix m m ℂ)) * H)
    {E : ℂ} {ψ : n × m → ℂ} (hψ : ψ ≠ 0) (hE : H *ᵥ ψ = E • ψ) :
    Fintype.card n ≤ Module.finrank ℂ (level H E) := by
  refine Nat.le_of_dvd ?_ ((symmetry_forces_degeneracy hD H hH).2 E)
  have : Nontrivial (level H E) :=
    ⟨⟨⟨ψ, mem_level.2 hE⟩, 0, fun h => hψ (congrArg Subtype.val h)⟩⟩
  exact Module.finrank_pos
```

For a one-electron Hamiltonian that commutes with the symmetry, written in a finite orthonormal basis that carries only copies of a single irreducible representation, arranged as \(D(g)\otimes1\), it therefore suffices to diagonalise the \(m\times m\) matrix \(h\). That arrangement is a hypothesis here; the decomposition of a general representation into irreducible ones is not derived.

The reduction also respects Hermiticity, since for \(n\ge1\) the equality \(\delta_{ij}h_{ab}=\overline{\delta_{ji}h_{ba}}\) holds for all indices exactly when \(h_{ab}=\overline{h_{ba}}\).

```lean
omit [Fintype n] [Fintype m] [DecidableEq m] in
/-- For non-empty `n`, the operator `1 ⊗ h` is Hermitian exactly when the reduced matrix `h` is
Hermitian. -/
theorem isHermitian_one_kronecker_iff [Nonempty n] (h : Matrix m m ℂ) :
    ((1 : Matrix n n ℂ) ⊗ₖ h).IsHermitian ↔ h.IsHermitian := by
  constructor
  · intro hH
    obtain ⟨i⟩ := ‹Nonempty n›
    refine Matrix.IsHermitian.ext fun a b => ?_
    simpa [Matrix.kroneckerMap_apply] using hH.apply (i, a) (i, b)
  · intro hh
    refine Matrix.IsHermitian.ext ?_
    rintro ⟨i, a⟩ ⟨j, b⟩
    by_cases hij : i = j
    · subst hij
      simpa [Matrix.kroneckerMap_apply] using hh.apply a b
    · simp [Matrix.kroneckerMap_apply, hij, Ne.symm hij]
```

## The quarter turn and the mirror

The matrices of the opening example are entered with their inverses, as invertible matrices.

```lean
/-- Rotation of the plane by a quarter turn. -/
def quarterTurn : (Matrix (Fin 2) (Fin 2) ℂ)ˣ where
  val := !![0, -1; 1, 0]
  inv := !![0, 1; -1, 0]
  val_inv := by
    ext i j; fin_cases i <;> fin_cases j <;> simp [Matrix.mul_apply, Fin.sum_univ_succ]
  inv_val := by
    ext i j; fin_cases i <;> fin_cases j <;> simp [Matrix.mul_apply, Fin.sum_univ_succ]

/-- Reflection of the plane that reverses the second coordinate. -/
def mirror : (Matrix (Fin 2) (Fin 2) ℂ)ˣ where
  val := !![1, 0; 0, -1]
  inv := !![1, 0; 0, -1]
  val_inv := by
    ext i j; fin_cases i <;> fin_cases j <;> simp [Matrix.mul_apply, Fin.sum_univ_succ]
  inv_val := by
    ext i j; fin_cases i <;> fin_cases j <;> simp [Matrix.mul_apply, Fin.sum_univ_succ]
```

They generate a group, which is represented by its own matrices.

```lean
/-- The group generated by the quarter turn and the mirror. -/
def squareGroup : Subgroup (Matrix (Fin 2) (Fin 2) ℂ)ˣ :=
  Subgroup.closure {quarterTurn, mirror}

/-- The representation of this group by its own two-by-two matrices. -/
def squareRep : squareGroup →* Matrix (Fin 2) (Fin 2) ℂ :=
  (Units.coeHom _).comp squareGroup.subtype
```

Let \(W\) be an invariant subspace containing \(v=(v_0,v_1)\neq0\). If \(v_0\neq0\), then \(v+Mv=(2v_0,0)\) lies in \(W\); if \(v_0=0\), then \(Rv=(-v_1,0)\) does, with \(v_1\neq0\). Rescaling gives \((1,0)\in W\), and \(R(1,0)=(0,1)\) supplies the second basis vector. Hence \(W\) is the whole plane.

```lean
/-- The two-dimensional representation generated by a quarter turn and a mirror is
irreducible. -/
theorem squareRep_witness : IsIrreducibleRep squareRep := by
  refine ⟨⟨0⟩, fun W hW => ?_⟩
  have hr : quarterTurn ∈ squareGroup := Subgroup.subset_closure (Set.mem_insert _ _)
  have hm : mirror ∈ squareGroup :=
    Subgroup.subset_closure (Set.mem_insert_of_mem _ (Set.mem_singleton _))
  have hR : ∀ v ∈ W, ![-v 1, v 0] ∈ W := by
    intro v hv
    have h : (!![0, -1; 1, 0] : Matrix (Fin 2) (Fin 2) ℂ) *ᵥ v ∈ W := hW ⟨_, hr⟩ v hv
    convert h using 1
    ext i; fin_cases i <;> simp [Matrix.mulVec, dotProduct, Fin.sum_univ_succ]
  have hM : ∀ v ∈ W, ![v 0, -v 1] ∈ W := by
    intro v hv
    have h : (!![1, 0; 0, -1] : Matrix (Fin 2) (Fin 2) ℂ) *ᵥ v ∈ W := hW ⟨_, hm⟩ v hv
    convert h using 1
    ext i; fin_cases i <;> simp [Matrix.mulVec, dotProduct, Fin.sum_univ_succ]
  have key : ∀ c : ℂ, c ≠ 0 → ![c, 0] ∈ W → ![(1 : ℂ), 0] ∈ W := by
    intro c hc h
    convert W.smul_mem c⁻¹ h using 1
    ext i; fin_cases i <;> simp [hc]
  by_cases hb : W = ⊥
  · exact Or.inl hb
  right
  obtain ⟨v, hv, hv0⟩ := (Submodule.ne_bot_iff W).1 hb
  -- any non-zero vector of `W` yields the first basis vector
  have he : ![(1 : ℂ), 0] ∈ W := by
    by_cases h0 : v 0 = 0
    · have h1 : v 1 ≠ 0 := by
        intro h1
        apply hv0
        ext i
        fin_cases i
        · exact h0
        · exact h1
      have h := hR v hv
      rw [h0] at h
      exact key _ (neg_ne_zero.2 h1) h
    · refine key (2 * v 0) (mul_ne_zero two_ne_zero h0) ?_
      convert W.add_mem hv (hM v hv) using 1
      ext i; fin_cases i <;> simp [two_mul]
  -- the quarter turn supplies the second one
  refine (Submodule.eq_top_iff').2 fun w => ?_
  convert W.add_mem (W.smul_mem (w 0) he) (W.smul_mem (w 1) (hR _ he)) using 1
  ext i; fin_cases i <;> simp

end

end SymmetryDegeneracy
```

```lean
#print axioms SymmetryDegeneracy.symmetry_forces_degeneracy
#print axioms SymmetryDegeneracy.card_le_degeneracy
#print axioms SymmetryDegeneracy.isHermitian_one_kronecker_iff
```

```
'SymmetryDegeneracy.symmetry_forces_degeneracy' depends on axioms: [propext, Classical.choice, Quot.sound]
'SymmetryDegeneracy.card_le_degeneracy' depends on axioms: [propext, Classical.choice, Quot.sound]
'SymmetryDegeneracy.isHermitian_one_kronecker_iff' depends on axioms: [propext, Classical.choice, Quot.sound]
```
